# A Gaussian summed on a uniform grid is overcounted on a grid point and undercounted midway

## Grid charge and exact charge

Let a > 0 be the exponent of the one-dimensional Gaussian exp(−a x²), and h > 0 the grid spacing. The grid points lie at (n + s)h from the centre of the Gaussian, where n runs over all integers and the real offset s is measured in spacings. The grid charge is

Q(h, s) = h Σₙ exp(−a((n + s)h)²).

The exact charge is Q₀ = ∫ exp(−a x²) dx = √(π/a). The Gaussian is not normalised; for unit charge, divide both quantities by Q₀.

Offset s = 0 puts the centre on a grid point, and s = 1/2 puts it midway between two. In real-space electronic structure, the dependence of computed quantities on an atom's position relative to the grid is called the egg-box effect. Here it appears in the charge of a single one-dimensional Gaussian at these two positions.

## The inequalities and their Lean form

For all a, h > 0,

Q(h, 1/2) < Q₀ < Q(h, 0).

In Lean, Q(h, s) is `gridSum a h s`, with real arguments and a sum over `ℤ`. The theorem `egg_box` states three things: the integral equals `√(π / a)`, the midway sum is smaller, and the centred sum is larger. Its only hypotheses are `0 < a` and `0 < h`. Lean gives a divergent sum the value zero, but `summable_grid` proves convergence for every offset.

The theorem treats an infinite grid and two offsets. It says nothing about other charge shapes, or about energies and forces.

## Derivation by parity and Poisson summation

**Convergence.** Since (n + s)² = n²/2 − s² + (n + 2s)²/2, each term is at most exp(ah²s²) exp(−ah²n²/2). Because n² ≥ |n|, a geometric series bounds the sum on each half-line.

**Parity.** On a grid of spacing h/2 with offset 2s, the points are (n + 2s)h/2. Even indices 2n give (n + s)h, and odd indices 2n + 1 give (n + s + 1/2)h. Hence

Q(h/2, 2s) = [Q(h, s) + Q(h, s + 1/2)]/2.

**Overcount.** Poisson summation states, for t > 0,

Σₙ exp(−πtn²) = t^(−1/2) Σₙ exp(−πn²/t).

With t = ah²/π, the prefactor is h/√t = √(π/a), so

Q(h, 0) = Q₀ Σₙ g(n), where g(n) = exp(−cn²) and c = π²/(ah²).

The term n = 0 is 1 and all others are positive, so Q(h, 0) > Q₀.

**Undercount.** Halving h replaces c by 4c, and therefore g(n) by g(2n). The parity relation at s = 0 gives

Q(h, 1/2) = 2Q(h/2, 0) − Q(h, 0) = Q₀[2 Σₙ g(2n) − Σₙ g(n)] = Q₀[Σₙ g(2n) − Σₙ g(2n + 1)].

Apart from g(0) = 1, each even term is smaller than that of its odd neighbour closer to zero: for n ≥ 0, g(2n + 2) < g(2n + 1), and likewise on the negative side. The bracket is therefore less than 1.

**Two consequences.** Subtracting Q₀ from the parity relation at s = 0 gives

Q(h/2, 0) − Q₀ = [(Q(h, 0) − Q₀) + (Q(h, 1/2) − Q₀)]/2.

The term Q(h, 1/2) − Q₀ is negative, so halving the spacing leaves less than half of the centred excess. The left side is positive, so the midway deficit is smaller than the centred excess. The factor one half is only a bound: on a fine grid the centred excess is close to 2Q₀ exp(−c), and halving h replaces c by 4c, so far less than half remains.

## A finite grid instead

Restricting n to −N ≤ n ≤ N would be closer to a non-periodic simulation box. Dropping positive terms preserves the undercount, but the overcount would need a further condition: at fixed N the centred sum is at most (2N + 1)h, which falls below Q₀ for small h.

## The Lean file

```lean
import Mathlib

open Real

namespace EggBoxEffect

/-- The charge of the Gaussian `exp (-a x²)` summed on a uniform grid of spacing `h`, whose points
lie at `(n + s) h` from the centre of the Gaussian, for all integers `n`. -/
noncomputable def gridSum (a h s : ℝ) : ℝ :=
  h * ∑' n : ℤ, exp (-a * (((n : ℝ) + s) * h) ^ 2)

/-- A Gaussian of positive exponent is summable over the integers. -/
theorem summable_gauss {c : ℝ} (hc : 0 < c) :
    Summable (fun n : ℤ => exp (-c * (n : ℝ) ^ 2)) := by
  -- compare with a geometric series on each half-line
  have key : Summable (fun n : ℕ => exp (-c * (n : ℝ) ^ 2)) := by
    refine Summable.of_nonneg_of_le (fun n => (exp_pos _).le) (fun n => ?_)
      (Real.summable_exp_nat_mul_iff.mpr (neg_lt_zero.mpr hc))
    apply Real.exp_le_exp.mpr
    have h1 : (n : ℝ) ≤ (n : ℝ) ^ 2 := by
      exact_mod_cast Nat.le_self_pow two_ne_zero n
    nlinarith
  exact Summable.of_nat_of_neg (by simpa using key) (by simpa using key)

/-- For `a, h > 0` the grid sum of the Gaussian converges for every displacement of the grid. -/
theorem summable_grid {a h : ℝ} (ha : 0 < a) (hh : 0 < h) (s : ℝ) :
    Summable (fun n : ℤ => exp (-a * (((n : ℝ) + s) * h) ^ 2)) := by
  have hc : 0 < a * h ^ 2 / 2 := by positivity
  refine Summable.of_nonneg_of_le (fun n => (exp_pos _).le) (fun n => ?_)
    ((summable_gauss hc).mul_left (exp (a * h ^ 2 * s ^ 2)))
  rw [← Real.exp_add]
  apply Real.exp_le_exp.mpr
  nlinarith [mul_nonneg hc.le (sq_nonneg ((n : ℝ) + 2 * s))]

/-- An absolutely convergent sum over the integers is the sum over even plus the sum over odd
integers. -/
theorem tsum_even_add_odd {f : ℤ → ℝ} (hf : Summable f) :
    ∑' n : ℤ, f n = ∑' n : ℤ, f (2 * n) + ∑' n : ℤ, f (2 * n + 1) := by
  have i1 : Function.Injective (fun n : ℤ => 2 * n) := fun x y h => by
    dsimp only at h; omega
  have i2 : Function.Injective (fun n : ℤ => 2 * n + 1) := fun x y h => by
    dsimp only at h; omega
  have hcompl : IsCompl (Set.range (fun n : ℤ => 2 * n))
      (Set.range (fun n : ℤ => 2 * n + 1)) := by
    constructor
    · rw [Set.disjoint_left]
      rintro _ ⟨x, rfl⟩ ⟨y, hy⟩
      dsimp only at hy
      omega
    · refine codisjoint_iff.mpr (Set.eq_univ_of_forall fun n => ?_)
      rcases Int.even_or_odd' n with ⟨k, hk | hk⟩
      · exact Or.inl ⟨k, hk.symm⟩
      · exact Or.inr ⟨k, hk.symm⟩
  exact ((i1.hasSum_range_iff.2 (hf.comp_injective i1).hasSum).add_isCompl hcompl
    (i2.hasSum_range_iff.2 (hf.comp_injective i2).hasSum)).tsum_eq

/-- For `a, h > 0` the sum on a grid of spacing `h/2` is the mean of the sums on two grids of
spacing `h` that are displaced from each other by half a spacing. -/
theorem gridSum_half {a h : ℝ} (ha : 0 < a) (hh : 0 < h) (s : ℝ) :
    gridSum a (h / 2) (2 * s) = (gridSum a h s + gridSum a h (s + 1 / 2)) / 2 := by
  have e := tsum_even_add_odd (summable_grid ha (half_pos hh) (2 * s))
  have e1 : ∀ n : ℤ, exp (-a * ((((2 * n : ℤ) : ℝ) + 2 * s) * (h / 2)) ^ 2)
      = exp (-a * (((n : ℝ) + s) * h) ^ 2) := by
    intro n; congr 1; push_cast; ring
  have e2 : ∀ n : ℤ, exp (-a * ((((2 * n + 1 : ℤ) : ℝ) + 2 * s) * (h / 2)) ^ 2)
      = exp (-a * (((n : ℝ) + (s + 1 / 2)) * h) ^ 2) := by
    intro n; congr 1; push_cast; ring
  unfold gridSum
  rw [e, tsum_congr e1, tsum_congr e2]
  ring

/-- Poisson summation for a Gaussian centred on a grid point, with `a, h > 0`: the grid sum is
`√(π/a)` times a sum of Gaussian weights over the reciprocal lattice. -/
theorem gridSum_centred {a h : ℝ} (ha : 0 < a) (hh : 0 < h) :
    gridSum a h 0 = √(π / a) * ∑' n : ℤ, exp (-(π ^ 2 / (a * h ^ 2)) * (n : ℝ) ^ 2) := by
  have hy : 0 < a * h ^ 2 / π := by positivity
  have P := Real.tsum_exp_neg_mul_int_sq hy
  rw [← Real.sqrt_eq_rpow] at P
  have hp : π * (a * h ^ 2 / π) = a * h ^ 2 := by field_simp
  have e1 : ∀ n : ℤ, exp (-a * (((n : ℝ) + 0) * h) ^ 2)
      = exp (-π * (a * h ^ 2 / π) * (n : ℝ) ^ 2) := by
    intro n; congr 1; linear_combination (n : ℝ) ^ 2 * hp
  have e2 : -π / (a * h ^ 2 / π) = -(π ^ 2 / (a * h ^ 2)) := by
    rw [div_div_eq_mul_div]; ring
  -- the prefactor of the transform
  have e3 : h * (1 / √(a * h ^ 2 / π)) = √(π / a) := by
    have h1 : π / a * (a * h ^ 2 / π) = h ^ 2 := by field_simp
    rw [mul_one_div, div_eq_iff (Real.sqrt_pos.mpr hy).ne',
      ← Real.sqrt_mul (by positivity), h1, Real.sqrt_sq hh.le]
  unfold gridSum
  rw [tsum_congr e1, P, ← mul_assoc, e3, e2]

/-- If a summable sequence on the integers decreases strictly with distance from zero, then twice
its sum over even integers is less than its central term plus its full sum. -/
theorem two_mul_even_lt {f : ℤ → ℝ} (hf : Summable f)
    (hdec : ∀ m n : ℤ, m ^ 2 < n ^ 2 → f n < f m) :
    2 * ∑' n : ℤ, f (2 * n) < f 0 + ∑' n : ℤ, f n := by
  have i1 : Function.Injective (fun n : ℤ => 2 * n) := fun x y h => by
    dsimp only at h; omega
  have i2 : Function.Injective (fun n : ℤ => 2 * n + 1) := fun x y h => by
    dsimp only at h; omega
  have he : Summable (fun n : ℤ => f (2 * n)) := hf.comp_injective i1
  have ho : Summable (fun n : ℤ => f (2 * n + 1)) := hf.comp_injective i2
  have ip : Function.Injective (fun n : ℕ => (n : ℤ) + 1) := fun x y h => by
    dsimp only at h; omega
  have im : Function.Injective (fun n : ℕ => -((n : ℤ) + 1)) := fun x y h => by
    dsimp only at h; omega
  have ic : Function.Injective (fun n : ℕ => (n : ℤ)) := fun x y h => by
    dsimp only at h; omega
  have e1 : ∑' n : ℤ, f (2 * n)
      = ∑' n : ℕ, f (2 * (n : ℤ)) + ∑' n : ℕ, f (2 * (-((n : ℤ) + 1))) :=
    tsum_of_nat_of_neg_add_one (he.comp_injective ic) (he.comp_injective im)
  have e2 : ∑' n : ℕ, f (2 * (n : ℤ)) = f 0 + ∑' n : ℕ, f (2 * ((n : ℤ) + 1)) := by
    simpa [Function.comp_def] using (he.comp_injective ic).tsum_eq_zero_add
  have o1 : ∑' n : ℤ, f (2 * n + 1)
      = ∑' n : ℕ, f (2 * (n : ℤ) + 1) + ∑' n : ℕ, f (2 * (-((n : ℤ) + 1)) + 1) :=
    tsum_of_nat_of_neg_add_one (ho.comp_injective ic) (ho.comp_injective im)
  -- each nonzero even site is paired with its odd neighbour closer to zero
  have d1 : ∀ n : ℕ, f (2 * ((n : ℤ) + 1)) < f (2 * (n : ℤ) + 1) := fun n =>
    hdec _ _ (by nlinarith [Int.natCast_nonneg n])
  have d2 : ∀ n : ℕ, f (2 * (-((n : ℤ) + 1))) < f (2 * (-((n : ℤ) + 1)) + 1) := fun n =>
    hdec _ _ (by nlinarith [Int.natCast_nonneg n])
  have l1 : ∑' n : ℕ, f (2 * ((n : ℤ) + 1)) < ∑' n : ℕ, f (2 * (n : ℤ) + 1) :=
    Summable.tsum_lt_tsum (i := 0) (fun n => (d1 n).le) (d1 0)
      (he.comp_injective ip) (ho.comp_injective ic)
  have l2 : ∑' n : ℕ, f (2 * (-((n : ℤ) + 1))) < ∑' n : ℕ, f (2 * (-((n : ℤ) + 1)) + 1) :=
    Summable.tsum_lt_tsum (i := 0) (fun n => (d2 n).le) (d2 0)
      (he.comp_injective im) (ho.comp_injective im)
  linarith [tsum_even_add_odd hf]

/-- The egg-box effect: for `a, h > 0` the exact charge of the Gaussian is `√(π/a)`, the grid sum
is smaller when the centre lies midway between grid points, and larger when it lies on one. -/
theorem egg_box {a h : ℝ} (ha : 0 < a) (hh : 0 < h) :
    ∫ x : ℝ, exp (-a * x ^ 2) = √(π / a) ∧
      gridSum a h (1 / 2) < √(π / a) ∧ √(π / a) < gridSum a h 0 := by
  have hs : 0 < √(π / a) := Real.sqrt_pos.mpr (by positivity)
  have hc : 0 < π ^ 2 / (a * h ^ 2) := by positivity
  refine ⟨integral_gaussian a, ?_, ?_⟩
  · -- the midway sum is twice the fine-grid sum minus the centred sum
    have H := gridSum_half ha hh 0
    rw [mul_zero, zero_add, gridSum_centred ha (half_pos hh), gridSum_centred ha hh] at H
    have e : ∀ n : ℤ, exp (-(π ^ 2 / (a * (h / 2) ^ 2)) * (n : ℝ) ^ 2)
        = exp (-(π ^ 2 / (a * h ^ 2)) * ((2 * n : ℤ) : ℝ) ^ 2) := by
      intro n; congr 1; push_cast; ring
    rw [tsum_congr e] at H
    have L := two_mul_even_lt (summable_gauss hc) (fun m n hmn => by
      have h1 : (m : ℝ) ^ 2 < (n : ℝ) ^ 2 := by exact_mod_cast hmn
      apply Real.exp_lt_exp.mpr
      nlinarith [mul_lt_mul_of_pos_left h1 hc])
    have z : exp (-(π ^ 2 / (a * h ^ 2)) * ((0 : ℤ) : ℝ) ^ 2) = 1 := by simp
    rw [z] at L
    nlinarith [mul_lt_mul_of_pos_left L hs]
  · -- the central reciprocal term alone gives the exact charge
    rw [gridSum_centred ha hh]
    have L := (summable_gauss hc).sum_le_tsum ({0, 1} : Finset ℤ)
      (fun n _ => (exp_pos _).le)
    rw [Finset.sum_pair (by norm_num)] at L
    have z : exp (-(π ^ 2 / (a * h ^ 2)) * ((0 : ℤ) : ℝ) ^ 2) = 1 := by simp
    rw [z] at L
    have p := exp_pos (-(π ^ 2 / (a * h ^ 2)) * ((1 : ℤ) : ℝ) ^ 2)
    exact lt_mul_of_one_lt_right hs (by linarith)

/-- For `a, h > 0` and a Gaussian centred on a grid point, halving the spacing leaves less than
half of the excess charge. -/
theorem halving_error {a h : ℝ} (ha : 0 < a) (hh : 0 < h) :
    gridSum a (h / 2) 0 - √(π / a) < (gridSum a h 0 - √(π / a)) / 2 := by
  have H := gridSum_half ha hh 0
  rw [mul_zero, zero_add] at H
  linarith [(egg_box ha hh).2.1]

/-- For `a, h > 0` the charge missing midway between grid points is smaller than the excess
charge on a grid point. -/
theorem undercount_lt_overcount {a h : ℝ} (ha : 0 < a) (hh : 0 < h) :
    √(π / a) - gridSum a h (1 / 2) < gridSum a h 0 - √(π / a) := by
  have H := gridSum_half ha hh 0
  rw [mul_zero, zero_add] at H
  linarith [(egg_box ha (half_pos hh)).2.2]

end EggBoxEffect
```

```lean
#print axioms EggBoxEffect.halving_error
#print axioms EggBoxEffect.undercount_lt_overcount
```

```
'EggBoxEffect.halving_error' depends on axioms: [propext, Classical.choice, Quot.sound]
'EggBoxEffect.undercount_lt_overcount' depends on axioms: [propext, Classical.choice, Quot.sound]
```

## From the lemmas to the inequalities

`summable_gauss` makes the geometric comparison, and `summable_grid` adds the offset; the square (n + 2s)² is the hint given to `nlinarith`.

`tsum_even_add_odd` shows that the even and odd integers are complementary and adds their sums. `gridSum_half` applies this to the fine grid. `gridSum_centred` rewrites Mathlib's Poisson formula `Real.tsum_exp_neg_mul_int_sq` with the t above.

`two_mul_even_lt` does the pairing for any summable sequence that decreases strictly with distance from zero. It splits the integer sums into sums over natural numbers and compares them term by term in `d1` and `d2`.

In `egg_box`, the integral is `integral_gaussian`. The midway part combines the parity relation with the pairing lemma; the centred part bounds the reciprocal sum below by its terms at 0 and 1.

`halving_error` then uses the undercount at spacing h, and `undercount_lt_overcount` the overcount at h/2. Both finish by linear arithmetic from the parity relation.
